# Orthonormal columns of a complex rotation matrix, and two occupations within explicit bounds

The theorem `purify_witness` has two parts. The first says that the columns of the complex matrix `rotatedOrbitals`, a rotation with cosine 3/5, are orthonormal: `rotatedOrbitalsᴴ * rotatedOrbitals = 1`. Read as coefficients in an orthonormal two-function basis, these columns describe two orthonormal orbitals. The second part says that the numbers 11/10 and 1/5, called occupations in the file, lie strictly between (1 − √3)/2 and (1 + √3)/2 and differ from 1/2. The attempt proves the first part entry by entry, unfolding with `simp` and then trying `norm_num`, `norm_num [Complex.ext_iff]` and `ring` in turn. In the second part, the strict bounds follow from 3/2 < √3, and `norm_num` checks that neither number is 1/2.

The first attempt, which Lean rejects:

```lean
import Mathlib

open Filter Topology Matrix

namespace McWeenyPurification

noncomputable section

variable {m n : Type*} [Fintype m] [Fintype n] [DecidableEq n]

/-- Two orbitals in a two-function basis, given by a rotation with cosine `3/5`. -/
def rotatedOrbitals : Matrix (Fin 2) (Fin 2) ℂ := !![3 / 5, -4 / 5; 4 / 5, 3 / 5]

/-- The occupations `11/10` and `1/5`. -/
def sampleOcc : Fin 2 → ℝ := ![11 / 10, 1 / 5]

/-- The rotated orbitals are orthonormal, and the sample occupations lie in the window and
differ from `1/2`. -/
theorem purify_witness :
    rotatedOrbitalsᴴ * rotatedOrbitals = 1 ∧
    ∀ j, (1 - Real.sqrt 3) / 2 < sampleOcc j ∧ sampleOcc j < (1 + Real.sqrt 3) / 2 ∧
      sampleOcc j ≠ 1 / 2 := by
  constructor
  · ext i j
    fin_cases i <;> fin_cases j <;>
      simp [rotatedOrbitals, Matrix.mul_apply, Fin.sum_univ_two, Matrix.conjTranspose_apply,
        Matrix.one_apply] <;>
      first
        | (norm_num; done)
        | (norm_num [Complex.ext_iff]; done)
        | ring
  · have hs : Real.sqrt 3 ^ 2 = 3 := Real.sq_sqrt (by norm_num)
    have hn : 0 ≤ Real.sqrt 3 := Real.sqrt_nonneg 3
    have h3 : 3 / 2 < Real.sqrt 3 := by nlinarith
    have h0 : sampleOcc 0 = 11 / 10 := rfl
    have h1 : sampleOcc 1 = 1 / 5 := rfl
    simp only [Fin.forall_fin_two, h0, h1]
    exact ⟨⟨by linarith, by linarith, by norm_num⟩, ⟨by linarith, by linarith, by norm_num⟩⟩

end

end McWeenyPurification
```

Messages:

```
Try this:
  [apply] ring_nf
  
  The `ring` tactic failed to close the goal. Use `ring_nf` to obtain a normal form.
    
  Note that `ring` works primarily in *commutative* rings. If you have a noncommutative ring, abelian group or module, consider using `noncomm_ring`, `abel` or `module` instead.
Try this:
  [apply] ring_nf
  
  The `ring` tactic failed to close the goal. Use `ring_nf` to obtain a normal form.
    
  Note that `ring` works primarily in *commutative* rings. If you have a noncommutative ring, abelian group or module, consider using `noncomm_ring`, `abel` or `module` instead.
Try this:
  [apply] ring_nf
  
  The `ring` tactic failed to close the goal. Use `ring_nf` to obtain a normal form.
    
  Note that `ring` works primarily in *commutative* rings. If you have a noncommutative ring, abelian group or module, consider using `noncomm_ring`, `abel` or `module` instead.
Try this:
  [apply] ring_nf
  
  The `ring` tactic failed to close the goal. Use `ring_nf` to obtain a normal form.
    
  Note that `ring` works primarily in *commutative* rings. If you have a noncommutative ring, abelian group or module, consider using `noncomm_ring`, `abel` or `module` instead.
Main.lean:24:2: error: unsolved goals
case left.«0».«0»
⊢ (starRingEnd ℂ) 3 * ((starRingEnd ℂ) 5)⁻¹ * (3 / 5) + ((starRingEnd ℂ) 5)⁻¹ * (starRingEnd ℂ) 4 * (4 / 5) = 1

case left.«0».«1»
⊢ (starRingEnd ℂ) 3 * ((starRingEnd ℂ) 5)⁻¹ * (-4 / 5) + ((starRingEnd ℂ) 5)⁻¹ * (starRingEnd ℂ) 4 * (3 / 5) = 0

case left.«1».«0»
⊢ (starRingEnd ℂ) 4 * ((starRingEnd ℂ) 5)⁻¹ * (-3 / 5) + ((starRingEnd ℂ) 5)⁻¹ * (starRingEnd ℂ) 3 * (4 / 5) = 0

case left.«1».«1»
⊢ (starRingEnd ℂ) 4 * ((starRingEnd ℂ) 5)⁻¹ * (4 / 5) + ((starRingEnd ℂ) 5)⁻¹ * (starRingEnd ℂ) 3 * (3 / 5) = 1
Main.lean:27:8: warning: This simp argument is unused:
  Matrix.one_apply

Hint: Omit it from the simp argument list.
  [apply] simp [rotatedOrbitals, Matrix.mul_apply, Fin.sum_univ_two, Matrix.conjTranspose_apply]

Note: This linter can be disabled with `set_option linter.unusedSimpArgs false`
```

Cause. The error lists four unsolved goals, one per matrix entry. Each still contains `(starRingEnd ℂ) 3`, `(starRingEnd ℂ) 4` and `(starRingEnd ℂ) 5`: the conjugate transpose has put complex conjugation on the numerals, and `simp` left these terms unevaluated. Neither `norm_num` alternative closed a goal, so each reached `ring`. The four "Try this" notes say that `ring` failed to close its goal; it has no fact saying that these conjugates equal 3, 4 and 5, so the goals remain, in normalised form.

The diff supplies these facts. `c3`, `c4` and `c5`, each proved by `map_ofNat`, state that conjugation fixes the numeral. Passed to `simp`, they rewrite the conjugates away, and what remains is arithmetic on numerals, which a single `norm_num` closes. The `first` block is therefore replaced by that one call.

The warning says that `Matrix.one_apply` was unused in the `simp` call; removing it is tidying. No message concerns the occupations, and that part is unchanged.

The mended proof, as a diff:

```diff
@@ -22,12 +22,12 @@
       sampleOcc j ≠ 1 / 2 := by
   constructor
-  · ext i j
+  · have c3 : (starRingEnd ℂ) 3 = 3 := map_ofNat _ 3
+    have c4 : (starRingEnd ℂ) 4 = 4 := map_ofNat _ 4
+    have c5 : (starRingEnd ℂ) 5 = 5 := map_ofNat _ 5
+    ext i j
     fin_cases i <;> fin_cases j <;>
       simp [rotatedOrbitals, Matrix.mul_apply, Fin.sum_univ_two, Matrix.conjTranspose_apply,
-        Matrix.one_apply] <;>
-      first
-        | (norm_num; done)
-        | (norm_num [Complex.ext_iff]; done)
-        | ring
+        c3, c4, c5] <;>
+      norm_num
   · have hs : Real.sqrt 3 ^ 2 = 3 := Real.sq_sqrt (by norm_num)
     have hn : 0 ≤ Real.sqrt 3 := Real.sqrt_nonneg 3
```
